# One broadening away from a bare level, the first-order spectral function does not feel the imaginary part of the self-energy

The theorem `first_order_spectral` concerns a single level of real energy e, whose Dyson series is cut after one self-energy insertion, giving G = G₀ + G₀SG₀. At the complex energy z = e + ση + iη, with η > 0 finite and σ = ±1, it states that −Im G(z) = (η + σ Re S(z))/(2η²); with the customary factor 1/π, the spectral function is this value divided by π. The self-energy S is an arbitrary complex function, with no causality or analyticity assumed. The proof sets c = 1/(2η), writes the bare propagator as c(σ − i), and uses the fact that its square is purely imaginary, so that only Re S contributes to the imaginary part of the correction.

The first attempt, which Lean rejects:

```lean
import Mathlib

open Complex Topology

namespace FirstOrderSpectral

noncomputable section

/-- The bare propagator `1/(z - e)` of a level of energy `e`, for `z ≠ e`. -/
def bareG (e : ℝ) (z : ℂ) : ℂ := 1 / (z - e)

/-- The Dyson series cut after `n` self-energy insertions, for `z ≠ e`. -/
def truncatedG (n : ℕ) (e : ℝ) (S : ℂ → ℂ) (z : ℂ) : ℂ :=
  ∑ k ∈ Finset.range (n + 1), bareG e z * (S z * bareG e z) ^ k

/-- The spectral function `-Im G(E + iη)`, without the customary factor `1/π`. -/
def spectral (G : ℂ → ℂ) (E η : ℝ) : ℝ := -(G (E + η * I)).im

/-- With one insertion the truncated series is `G0 + G0 S G0`. -/
theorem truncatedG_one (e : ℝ) (S : ℂ → ℂ) (z : ℂ) :
    truncatedG 1 e S z = bareG e z + bareG e z * S z * bareG e z := by
  rw [truncatedG, Finset.sum_range_succ, Finset.sum_range_one]
  ring

/-- At distance `η > 0` to either side of the bare level (`σ = ±1`), the spectral function of
`G0 + G0 S G0` equals `(η + σ Re S)/(2η²)`. -/
theorem first_order_spectral (e : ℝ) {σ η : ℝ} (hσ : σ ^ 2 = 1) (hη : 0 < η) (S : ℂ → ℂ) :
    spectral (truncatedG 1 e S) (e + σ * η) η =
      (η + σ * (S ((e + σ * η : ℝ) + η * I)).re) / (2 * η ^ 2) := by
  rw [spectral, truncatedG_one]
  generalize S ((e + σ * η : ℝ) + η * I) = T
  obtain ⟨c, hc⟩ : ∃ c : ℝ, c = 1 / (2 * η) := ⟨_, rfl⟩
  have hcη : (c : ℂ) * η = 1 / 2 := by
    have h : c * η = 1 / 2 := by rw [hc]; field_simp
    exact_mod_cast congrArg ofReal h
  have hσ' : (σ : ℂ) ^ 2 = 1 := by exact_mod_cast hσ
  have hw : ((e + σ * η : ℝ) : ℂ) + η * I - e ≠ 0 := by
    intro h
    have h' := congrArg Complex.im h
    simp at h'
    exact hη.ne' h'
  have hg : bareG e ((e + σ * η : ℝ) + η * I) = (c : ℂ) * (σ - I) := by
    rw [bareG, div_eq_iff hw]
    push_cast
    linear_combination (-((σ : ℂ) ^ 2 - I ^ 2)) * hcη - (1 / 2) * hσ' + (1 / 2) * I_sq
  -- the square of the bare propagator is purely imaginary at these energies
  have h2 : (c : ℂ) * (σ - I) + c * (σ - I) * T * (c * (σ - I))
      = c * (σ - I) + ((-(2 * σ * c ^ 2) : ℝ) : ℂ) * (T * I) := by
    push_cast
    linear_combination (c : ℂ) ^ 2 * T * (hσ' + I_sq)
  have i1 : ((σ : ℂ) - I).im = -1 := by simp
  have i2 : (T * I).im = T.re := by simp
  rw [hg, h2, add_im, im_ofReal_mul, im_ofReal_mul, i1, i2, hc]
  field_simp
  ring

end

end FirstOrderSpectral
```

Lean reports:

```
Main.lean:35:4: error: mod_cast has type
  c * η = 1 / 2
but is expected to have type
  ↑(c * η) = 1 / 2
```

Cause. The error lies in the auxiliary fact `hcη`, which carries the real identity cη = 1/2 over to the complex numbers. The term `congrArg ofReal h` has a cast from ℝ to ℂ on both sides, and `exact_mod_cast` strips both, leaving the real equation `c * η = 1 / 2`. In the goal, the casts on the left are gathered into `↑(c * η)`, but the `1 / 2` on the right is written directly in ℂ and is not turned into the cast of a real number. The goal therefore remains an equation in ℂ, and the real equation does not fit it, as the message says.

The repair does the steps explicitly. Rewriting with `← ofReal_mul` gathers the product under one cast, and `h` replaces the real product inside it by `1 / 2`. What remains is that the cast of the real number 1/2 equals the complex number 1/2, which `norm_num` proves.

After these edits no error is left:

```diff
@@ -33,5 +33,6 @@
   have hcη : (c : ℂ) * η = 1 / 2 := by
     have h : c * η = 1 / 2 := by rw [hc]; field_simp
-    exact_mod_cast congrArg ofReal h
+    rw [← ofReal_mul, h]
+    norm_num
   have hσ' : (σ : ℂ) ^ 2 = 1 := by exact_mod_cast hσ
   have hw : ((e + σ * η : ℝ) : ℂ) + η * I - e ≠ 0 := by
```
